# A Z-vector removes the renormalizer response from the gradient of tr(D Rᵀ L R) at fixed density matrix

In a scalar-relativistic geometry optimisation, moving a nucleus changes more than the Hamiltonian. When the small component of the Dirac spinor is eliminated, the large component acquires a modified metric S̃, and a matrix R, the renormalizer, carries the Hamiltonian back to the ordinary overlap metric S. In a non-orthogonal basis one can take R as the square root of M = S̃⁻¹S, which is in general not symmetric. In a molecule, displacing one nucleus generally changes M and therefore R. Does the gradient need the derivative of this matrix square root for each displacement?

## The gradient without R'

Let D be a constant symmetric density matrix and L(t) the Hamiltonian before renormalization, where t is the strength of one perturbation. The energy is

E(t) = tr(D R(t)ᵀ L(t) R(t)), with R(t)² = M(t).

Write L₀ = L(0) and R₀ = R(0), with L₀ symmetric, and let primes denote derivatives at t = 0. If a matrix Y solves the Z-vector equation

R₀ᵀ Y + Y R₀ᵀ = 2 L₀ R₀ D,

then

E'(0) = tr(R₀ D R₀ᵀ L') + tr(Yᵀ M').

The derivative R' is absent, and the equation for Y contains only quantities at the reference point. If R₀ is diagonalisable with positive eigenvalues, such a Y exists, and the same one serves every differentiable perturbation through that point.

## Where a gradient code uses it

A direct implementation solves R₀ R' + R' R₀ = M' for each nuclear coordinate. With the Z-vector, a code solves one linear equation for Y and then contracts Y with each M'. For this finite-matrix energy at fixed D, the number of renormalizer equations no longer grows with the number of atoms. The derivatives L' and M' are still needed for each coordinate.

## Trading R' for M'

The product rule gives, at t = 0,

E' = tr(D R'ᵀ L₀ R₀) + tr(D R₀ᵀ L' R₀) + tr(D R₀ᵀ L₀ R').

A trace is unchanged by transposition and by cyclic permutation. Since D and L₀ are symmetric, the first term equals the third:

tr(D R'ᵀ L₀ R₀) = tr(R₀ᵀ L₀ R' D) = tr(D R₀ᵀ L₀ R').

Cycling R₀ to the front of the middle term gives

E' = tr(R₀ D R₀ᵀ L') + 2 tr(D R₀ᵀ L₀ R').

Differentiating R² = M, with the order of the factors kept, gives

R₀ R' + R' R₀ = M'.

Now contract this with Yᵀ and cycle the second term:

tr(Yᵀ M') = tr((Yᵀ R₀ + R₀ Yᵀ) R').

The transpose of the Z-vector equation is Yᵀ R₀ + R₀ Yᵀ = 2 D R₀ᵀ L₀. The right-hand side is therefore 2 tr(D R₀ᵀ L₀ R'), which is exactly the response term in E'.

The Z-vector equation is also necessary if this replacement is to work for every matrix Z in the place of R'. Let W = R₀ᵀ Y + Y R₀ᵀ − 2 L₀ R₀ D be the residual. The replacement then says tr(Wᵀ Z) = 0 for all Z. Choosing Z = W makes the sum of the squared entries of W vanish, so W = 0.

To solve for Y, write R₀ = P diag(r) Q with Q = P⁻¹, and set B = 2 L₀ R₀ D and Y = Qᵀ K Pᵀ. Multiplying the equation by Pᵀ from the left and by Qᵀ from the right leaves

(r_i + r_j) K_ij = (Pᵀ B Qᵀ)_ij.

This can be divided through whenever r_i + r_j ≠ 0 for all i and j, and positive eigenvalues ensure that.

## A sign change in R₀ that defeats every Y

Suppose positivity is dropped, and take

R(t) = [[cos t, sin t], [sin t, −cos t]], L = [[0, 1], [1, 0]], D = diag(1, 0).

Then R(t)² = 1 for all t, so M' = 0, and L' = 0 as well. The gradient formula gives zero whatever Y is. The energy, however, is E(t) = 2 sin t cos t = sin 2t, with E'(0) = 2. The eigenvalues of R₀ are 1 and −1, which add up to zero, and the Z-vector equation has no solution: its (2,1) entry reads 0 = 2. A code should therefore take the square root with positive eigenvalues.

## The Lean file

```lean
import Mathlib

open Matrix

namespace RenormalizerZVector

noncomputable section

variable {n : Type*} [Fintype n]

/-- The matrix `A'` is the derivative of the matrix path `A` at `t`, entry by entry. -/
def HasMatrixDerivAt (A : ℝ → Matrix n n ℝ) (A' : Matrix n n ℝ) (t : ℝ) : Prop :=
  ∀ i j, HasDerivAt (fun s => A s i j) (A' i j) t

/-- The energy `tr(D Rᵀ L R)` of a density matrix `D` with the renormalized
Hamiltonian `Rᵀ L R`. -/
def energy (D L R : Matrix n n ℝ) : ℝ := Matrix.trace (D * Rᵀ * L * R)

/-- The Z-vector equation `Rᵀ Y + Y Rᵀ = 2 L R D` for the renormalizer `R`. -/
def IsZVector (D L R Y : Matrix n n ℝ) : Prop :=
  Rᵀ * Y + Y * Rᵀ = (2 : ℝ) • (L * R * D)

/-- The product rule for matrix paths, with the order of the factors kept. -/
theorem HasMatrixDerivAt.mul {A B : ℝ → Matrix n n ℝ} {A' B' : Matrix n n ℝ} {t : ℝ}
    (hA : HasMatrixDerivAt A A' t) (hB : HasMatrixDerivAt B B' t) :
    HasMatrixDerivAt (fun s => A s * B s) (A' * B t + A t * B') t := by
  intro i j
  have h := HasDerivAt.fun_sum (u := Finset.univ)
    (fun k _ => (hA i k).fun_mul (hB k j))
  simpa only [Matrix.mul_apply, Matrix.add_apply, Finset.sum_add_distrib] using h

/-- The derivative of a trace is the trace of the derivative. -/
theorem HasMatrixDerivAt.trace {A : ℝ → Matrix n n ℝ} {A' : Matrix n n ℝ} {t : ℝ}
    (hA : HasMatrixDerivAt A A' t) :
    HasDerivAt (fun s => Matrix.trace (A s)) (Matrix.trace A') t := by
  have h := HasDerivAt.fun_sum (u := Finset.univ) (fun i _ => hA i i)
  simpa only [Matrix.trace, Matrix.diag_apply] using h

/-- For symmetric `D` and `L`, the matrix `Y` solves the Z-vector equation exactly when
`tr(Yᵀ (R Z + Z R))` equals `2 tr(D Rᵀ L Z)` for every response `Z` of the renormalizer. -/
theorem isZVector_iff {D L R Y : Matrix n n ℝ} (hD : Dᵀ = D) (hL : Lᵀ = L) :
    IsZVector D L R Y ↔ ∀ Z : Matrix n n ℝ,
      Matrix.trace (Yᵀ * (R * Z + Z * R)) = 2 * Matrix.trace (D * Rᵀ * L * Z) := by
  -- the mismatch of the two traces is the residual of the equation paired with `Z`
  have key : ∀ Z : Matrix n n ℝ,
      Matrix.trace (Yᵀ * (R * Z + Z * R)) - 2 * Matrix.trace (D * Rᵀ * L * Z)
        = Matrix.trace ((Rᵀ * Y + Y * Rᵀ - (2 : ℝ) • (L * R * D))ᵀ * Z) := by
    intro Z
    have c : Matrix.trace (Yᵀ * (Z * R)) = Matrix.trace (R * Yᵀ * Z) := by
      rw [← Matrix.mul_assoc, Matrix.trace_mul_comm, ← Matrix.mul_assoc]
    rw [Matrix.mul_add, Matrix.trace_add, c]
    simp only [Matrix.transpose_sub, Matrix.transpose_add, Matrix.transpose_smul,
      Matrix.transpose_mul, Matrix.transpose_transpose, hD, hL, Matrix.sub_mul,
      Matrix.add_mul, Matrix.smul_mul, Matrix.trace_sub, Matrix.trace_add,
      Matrix.trace_smul, smul_eq_mul, Matrix.mul_assoc]
  -- `tr(Wᵀ W)` is the sum of the squared entries of `W`
  have aux : ∀ W : Matrix n n ℝ, Matrix.trace (Wᵀ * W) = 0 → W = 0 := by
    intro W h
    ext i j
    have h' : ∑ a, ∑ b, W b a * W b a = 0 := by
      simpa only [Matrix.trace, Matrix.diag_apply, Matrix.mul_apply,
        Matrix.transpose_apply] using h
    have h1 := (Finset.sum_eq_zero_iff_of_nonneg (fun a _ =>
      Finset.sum_nonneg (fun b _ => mul_self_nonneg (W b a)))).1 h' j (Finset.mem_univ j)
    have h2 := (Finset.sum_eq_zero_iff_of_nonneg (fun b _ =>
      mul_self_nonneg (W b j))).1 h1 i (Finset.mem_univ i)
    exact mul_self_eq_zero.1 h2
  constructor
  · intro h Z
    have k := key Z
    unfold IsZVector at h
    rw [h, sub_self, Matrix.transpose_zero, Matrix.zero_mul, Matrix.trace_zero] at k
    linarith
  · intro h
    show Rᵀ * Y + Y * Rᵀ = (2 : ℝ) • (L * R * D)
    exact sub_eq_zero.1 (aux _ (by rw [← key, h, sub_self]))

variable [DecidableEq n]

/-- Let `D` and `L₀` be symmetric and let `Y` solve the Z-vector equation at `L₀`, `R₀`.
Along differentiable paths through this point with `R² = M`, the energy has the derivative
`tr(R₀ D R₀ᵀ L') + tr(Yᵀ M')`. -/
theorem energy_gradient {D L₀ R₀ Y : Matrix n n ℝ} (hD : Dᵀ = D) (hL₀ : L₀ᵀ = L₀)
    (hY : IsZVector D L₀ R₀ Y) {L R M : ℝ → Matrix n n ℝ} {L' R' M' : Matrix n n ℝ}
    (hL : HasMatrixDerivAt L L' 0) (hR : HasMatrixDerivAt R R' 0)
    (hM : HasMatrixDerivAt M M' 0) (hL0 : L 0 = L₀) (hR0 : R 0 = R₀)
    (hsq : ∀ t, R t ^ 2 = M t) :
    HasDerivAt (fun t => energy D (L t) (R t))
      (Matrix.trace (R₀ * D * R₀ᵀ * L') + Matrix.trace (Yᵀ * M')) 0 := by
  subst hL0 hR0
  -- differentiate the constraint `R² = M`
  have hR2 : R 0 * R' + R' * R 0 = M' := by
    ext i j
    have h : HasDerivAt (fun s => M s i j) ((R' * R 0 + R 0 * R') i j) 0 := by
      simp only [← hsq, pow_two]
      exact hR.mul hR i j
    rw [add_comm]
    exact h.unique (hM i j)
  -- the two response terms of the energy are equal by symmetry
  have h1 : Matrix.trace (D * R'ᵀ * L 0 * R 0) = Matrix.trace (D * (R 0)ᵀ * L 0 * R') :=
    calc Matrix.trace (D * R'ᵀ * L 0 * R 0)
        = Matrix.trace ((D * R'ᵀ * L 0 * R 0)ᵀ) := (Matrix.trace_transpose _).symm
      _ = Matrix.trace ((R 0)ᵀ * L 0 * R' * D) := by
          simp only [Matrix.transpose_mul, Matrix.transpose_transpose, hD, hL₀,
            Matrix.mul_assoc]
      _ = Matrix.trace (D * ((R 0)ᵀ * L 0 * R')) := Matrix.trace_mul_comm _ _
      _ = Matrix.trace (D * (R 0)ᵀ * L 0 * R') := by simp only [Matrix.mul_assoc]
  have h2 : Matrix.trace (D * (R 0)ᵀ * L' * R 0)
      = Matrix.trace (R 0 * D * (R 0)ᵀ * L') := by
    rw [Matrix.trace_mul_comm]
    simp only [Matrix.mul_assoc]
  have hDc : HasMatrixDerivAt (fun _ => D) 0 0 := fun i j => hasDerivAt_const _ _
  have hRt : HasMatrixDerivAt (fun s => (R s)ᵀ) R'ᵀ 0 := fun i j => hR j i
  have hE := (((hDc.mul hRt).mul hL).mul hR).trace
  refine HasDerivAt.congr_deriv hE ?_
  -- the Z-vector replaces the response of `R` by that of `M`
  rw [← hR2, (isZVector_iff hD hL₀).1 hY R']
  simp only [Matrix.zero_mul, zero_add, Matrix.add_mul, Matrix.trace_add, h1, h2]
  ring

/-- The matrix `Qᵀ K Pᵀ` with `K i j = (Pᵀ B Qᵀ) i j / (r i + r j)`, meant for `Q` the
inverse of `P` and for `r i + r j ≠ 0` for all `i`, `j`. -/
def spectralZVector (P Q : Matrix n n ℝ) (r : n → ℝ) (B : Matrix n n ℝ) : Matrix n n ℝ :=
  Qᵀ * Matrix.of (fun i j => (Pᵀ * B * Qᵀ) i j / (r i + r j)) * Pᵀ

/-- If `R = P diag(r) P⁻¹` and no two eigenvalues `r i`, `r j` (equal indices included) add
up to zero, the spectral formula with `B = 2 L R D` solves the Z-vector equation. -/
theorem spectralZVector_isZVector {P Q R : Matrix n n ℝ} {r : n → ℝ} (hPQ : P * Q = 1)
    (hR : R = P * diagonal r * Q) (hr : ∀ i j, r i + r j ≠ 0) (D L : Matrix n n ℝ) :
    IsZVector D L R (spectralZVector P Q r ((2 : ℝ) • (L * R * D))) := by
  have hQP : Q * P = 1 := mul_eq_one_comm.1 hPQ
  have a : Pᵀ * Qᵀ = 1 := by rw [← Matrix.transpose_mul, hQP, Matrix.transpose_one]
  have b : Qᵀ * Pᵀ = 1 := by rw [← Matrix.transpose_mul, hPQ, Matrix.transpose_one]
  have hRt : Rᵀ = Qᵀ * (diagonal r * Pᵀ) := by
    rw [hR]
    simp only [Matrix.transpose_mul, Matrix.diagonal_transpose]
  unfold IsZVector spectralZVector
  generalize (2 : ℝ) • (L * R * D) = B
  -- in the eigenbasis the equation is solved entry by entry
  have hK : diagonal r * Matrix.of (fun i j => (Pᵀ * B * Qᵀ) i j / (r i + r j))
      + Matrix.of (fun i j => (Pᵀ * B * Qᵀ) i j / (r i + r j)) * diagonal r
      = Pᵀ * B * Qᵀ := by
    ext i j
    rw [Matrix.add_apply, Matrix.diagonal_mul, Matrix.mul_diagonal, Matrix.of_apply,
      mul_comm (r i), ← mul_add, div_mul_cancel₀ _ (hr i j)]
  generalize Matrix.of (fun i j => (Pᵀ * B * Qᵀ) i j / (r i + r j)) = K at hK ⊢
  calc Rᵀ * (Qᵀ * K * Pᵀ) + Qᵀ * K * Pᵀ * Rᵀ
      = Qᵀ * diagonal r * (Pᵀ * Qᵀ) * K * Pᵀ
        + Qᵀ * K * (Pᵀ * Qᵀ) * diagonal r * Pᵀ := by rw [hRt]; noncomm_ring
    _ = Qᵀ * (diagonal r * K + K * diagonal r) * Pᵀ := by rw [a]; noncomm_ring
    _ = (Qᵀ * Pᵀ) * B * (Qᵀ * Pᵀ) := by rw [hK]; noncomm_ring
    _ = B := by rw [b, one_mul, mul_one]

/-- Let `D` and `L₀` be symmetric and `R₀ = P diag(r) P⁻¹` with all `r i > 0`. Then a single
matrix `Y` gives the energy derivative `tr(R₀ D R₀ᵀ L') + tr(Yᵀ M')` for all differentiable
perturbations through `L₀`, `R₀` with `R² = M`. -/
theorem one_zVector_for_all_perturbations {D L₀ R₀ P Q : Matrix n n ℝ} {r : n → ℝ}
    (hD : Dᵀ = D) (hL₀ : L₀ᵀ = L₀) (hPQ : P * Q = 1) (hR₀ : R₀ = P * diagonal r * Q)
    (hr : ∀ i, 0 < r i) :
    ∃ Y : Matrix n n ℝ, ∀ (L R M : ℝ → Matrix n n ℝ) (L' R' M' : Matrix n n ℝ),
      HasMatrixDerivAt L L' 0 → HasMatrixDerivAt R R' 0 → HasMatrixDerivAt M M' 0 →
      L 0 = L₀ → R 0 = R₀ → (∀ t, R t ^ 2 = M t) →
      HasDerivAt (fun t => energy D (L t) (R t))
        (Matrix.trace (R₀ * D * R₀ᵀ * L') + Matrix.trace (Yᵀ * M')) 0 :=
  ⟨_, fun _ _ _ _ _ _ hL hR hM hL0 hR0 hsq => energy_gradient hD hL₀
    (spectralZVector_isZVector hPQ hR₀ (fun i j => (add_pos (hr i) (hr j)).ne') D L₀)
    hL hR hM hL0 hR0 hsq⟩

/-- An explicit two-by-two solution of the Z-vector equation with symmetric `D` and `L` and a matrix
`R` that is not symmetric. -/
theorem isZVector_witness :
    (!![1, 0; 0, 0] : Matrix (Fin 2) (Fin 2) ℝ)ᵀ = !![1, 0; 0, 0] ∧
    (!![1, 1; 1, 3] : Matrix (Fin 2) (Fin 2) ℝ)ᵀ = !![1, 1; 1, 3] ∧
    IsZVector !![1, 0; 0, 0] !![1, 1; 1, 3] !![1, 1; 0, 2] !![1, 0; 1 / 3, 0] := by
  refine ⟨?_, ?_, ?_⟩
  · ext i j
    fin_cases i <;> fin_cases j <;> simp
  · ext i j
    fin_cases i <;> fin_cases j <;> simp
  · have hT : (!![1, 1; 0, 2] : Matrix (Fin 2) (Fin 2) ℝ)ᵀ = !![1, 0; 1, 2] := by
      ext i j
      fin_cases i <;> fin_cases j <;> simp
    unfold IsZVector
    rw [hT]
    ext i j
    fin_cases i <;> fin_cases j <;> norm_num [Matrix.mul_apply, Fin.sum_univ_succ]

end

end RenormalizerZVector
```

```lean
#print axioms RenormalizerZVector.isZVector_iff
-- 'RenormalizerZVector.isZVector_iff' depends on axioms: [propext, Classical.choice, Quot.sound]
#print axioms RenormalizerZVector.one_zVector_for_all_perturbations
-- 'RenormalizerZVector.one_zVector_for_all_perturbations' depends on axioms: [propext, Classical.choice, Quot.sound]
```

## The Lean statements in physical terms

The index type `n` labels basis functions; it is finite and of any size. All matrices are real and square. `HasMatrixDerivAt A A' t` says that each entry of the path `A` has the corresponding entry of `A'` as its derivative at `t`. `energy D L R` is the trace above, and `IsZVector D L R Y` is the Z-vector equation, including its factor 2.

`energy_gradient` takes a reference point `L₀`, `R₀` and a solution `Y`, then arbitrary paths through that point. The hypothesis `hsq` is the constraint R(t)² = M(t) for all t. Symmetry is required of `D` and `L₀` only, not of `R₀` or of the rest of the path `L`. Differentiability of R is assumed, not derived from that of M. The conclusion, a `HasDerivAt` statement, says that the energy is differentiable at zero and has the stated derivative.

In `one_zVector_for_all_perturbations`, independence of the perturbation is expressed by the order of the quantifiers: `∃ Y` comes before the paths and their derivatives. The hypotheses `hPQ`, `hR₀` and `hr` say that `R₀` is diagonalisable with positive eigenvalues. They fit the physical case: when S and S̃ are positive definite, S̃⁻¹S is diagonalisable with positive eigenvalues, and so is its positive square root.

## How the Lean proof mirrors the algebra

`HasMatrixDerivAt.mul` and `HasMatrixDerivAt.trace` reduce the product and trace rules to scalar derivatives of finite sums. In `isZVector_iff`, the step `key` writes the mismatch between the two traces as tr(Wᵀ Z), and `aux` shows that tr(Wᵀ W) = 0 forces W = 0. Together they give both directions of the equivalence.

Inside `energy_gradient`, `hR2` is the differentiated constraint. It is obtained by computing the derivative of M a second time through R² and using uniqueness of derivatives. The step `h1` identifies the two response terms, `h2` cycles the explicit term, and `hE` is the product rule for the whole energy. The final rewrite applies `isZVector_iff` with Z = R'.

`spectralZVector` is the formula for Y in the eigenbasis. `spectralZVector_isZVector` verifies it: `hK` is the entrywise division, and the closing `calc` transforms back to the original basis. The theorem for all perturbations inserts this Y into `energy_gradient`, with positivity supplying the nonzero denominators. `isZVector_witness` checks a 2×2 solution with a non-symmetric R, which can also serve as test data for a solver. It tests the algebra only: this R has the eigenvalue 2, whereas the eigenvalues of a physical renormalizer do not exceed 1, because S̃ is S plus a positive semidefinite term.

## What remains for the gradient code

The theorems remove the response of the renormalizer and no other. In a relativistic calculation, L and M usually depend on the matrix that couples the large and small components, and its response then enters through L' and M'. Because D is constant, the response of the orbitals is not treated, nor is the overlap term that arises when orbitals are kept orthonormal in a moving basis. Two-electron contributions are covered only as far as they can be written into the given L with D held fixed.

Real matrices suit spin-free Hamiltonians. Spin–orbit coupling generally needs complex matrices, with Hermitian conjugates in place of transposes. Second derivatives are not addressed.

The equalities hold over the real numbers and give no bound on rounding error. Small values of r_i + r_j can amplify errors in Y, and a small residual of the Z-vector equation does not then guarantee an accurate Y.
